# Sampling T^s/s! without bias by independent draws of commuting, square-zero excitors

## Two orders, one cluster

Suppose a Monte Carlo code samples the quadratic term T²/2! of the coupled-cluster exponential by drawing two excitors i and j independently, with probabilities p_i and p_j. If it takes the whole contribution of the pair to T²/2!, with both orders already added, and divides it by p_i p_j, the average comes out twice too large, because the pair can be drawn as (i, j) or as (j, i). For clusters of s excitors the error is a factor s!. The correct divisor is s! times the product of the probabilities.

This fixes the weight of a sampled cluster in stochastic coupled-cluster theory, for finitely many excitors with fixed real amplitudes and a fixed cluster size s.

## Excitors and draws

Let τ_i be finitely many excitors with real amplitudes t_i, and let

T = Σ_i t_i τ_i.

The excitors commute, since they all move electrons from spin orbitals occupied in one reference determinant to spin orbitals empty in it. They satisfy τ_i² = 0, since the same excitation cannot be made twice. For a set S of excitors, the cluster term is

C_S = (∏_{i∈S} t_i) (∏_{i∈S} τ_i).

A draw is a sequence f = (f_0, …, f_{s−1}) of indices, chosen independently with p_i > 0 and Σ_i p_i = 1. Its probability and its sampled operator are

P(f) = ∏_k p_{f_k},
X(f) = (1/s!) ∏_k (t_{f_k} τ_{f_k} / p_{f_k}).

## What holds for s draws

The theorem `cluster_sampling` states, for every s ≥ 0:

1. Σ_f P(f) = 1.
2. A set S with exactly s elements is hit with probability s! ∏_{i∈S} p_i.
3. Σ_f P(f) X(f) = T^s/s!.
4. T^s/s! = Σ_{|S|=s} C_S.

In Lean the excitors are a function `τ : ι → A` from a finite index type into a real algebra that need not be commutative. The hypotheses `hc` and `hsq` are the two algebraic properties above; they are assumed, not derived from fermionic operators. `hp` and `hp1` make `p` a strictly positive probability distribution.

A draw is a function `Fin s → ι`, and probabilities and means are finite weighted sums over such functions. `hitProb` adds the weights of all draws whose set of values is S. `estimator` multiplies its factors in the order drawn, while `clusterTerm` takes `hc` as an argument because a product over an unordered set needs commuting factors.

The theorem does not treat the variance, the random choice of s or the solution of the amplitude equations.

## Expanding the power over subsets

Let a² = 0 and aB = Ba. Then

(a + B)^(s+1) = B^(s+1) + (s+1) a B^s.

For s = 0 this is clear. Multiplying by a + B gives the next case:

(a + B)(B^(s+1) + (s+1) a B^s)
= a B^(s+1) + (s+1) a² B^s + B^(s+2) + (s+1) a B^(s+1)
= B^(s+2) + (s+2) a B^(s+1).

Now let T_U be the part of T with indices in a set U. We show by adding one excitor at a time that T_U^s/s! is the sum of C_S over the s-element subsets S of U. For empty U both sides are 1 if s = 0 and 0 otherwise; for s = 0 both sides are 1 for any U. Add an index a outside U and put x = t_a τ_a. Then x² = 0, x commutes with T_U, and

(x + T_U)^(s+1)/(s+1)! = T_U^(s+1)/(s+1)! + x T_U^s/s!.

The first term collects the (s+1)-element subsets without a. The second collects those with a, because x C_S = C_{S∪{a}}.

The condition τ_i² = 0 matters here. Take a single excitor τ = 1 in the algebra of real numbers, with t = 1 and s = 2. Then T²/2! = 1/2, but there is no two-element subset, so the sum over subsets is 0.

The file keeps s fixed; summing the expansion over all s by hand gives the neighbouring identity

exp(T) = ∏_i (1 + t_i τ_i).

## Counting orderings and taking the mean

Expanding (Σ_i p_i)^s = 1 gives the sum of all P(f). If S has s elements, a draw that hits S contains each element exactly once. There are s! such orderings, each of probability ∏_{i∈S} p_i, which gives the hit probability.

Collecting the scalars in the sampled operator gives

X(f) = (1/(s! P(f))) ∏_k t_{f_k} τ_{f_k}.

The weight P(f) therefore cancels in the mean:

Σ_f P(f) X(f) = (1/s!) Σ_f ∏_k t_{f_k} τ_{f_k} = T^s/s!.

For a single draw there are two cases. Without repetition, X(f) is C_S divided by the hit probability of the drawn set S. With a repetition, two equal excitors can be moved next to each other, and X(f) = 0.

## The argument in Lean

```lean
import Mathlib

namespace StochasticClusterSampling

noncomputable section

variable {ι A : Type*} [Fintype ι] [DecidableEq ι] [Ring A] [Algebra ℝ A]

/-- The cluster operator `T = ∑ t_i τ_i`. -/
def clusterOp (t : ι → ℝ) (τ : ι → A) : A := ∑ i, t i • τ i

omit [Fintype ι] [DecidableEq ι] [Algebra ℝ A] in
private lemma pairwise_commute (τ : ι → A) (hc : ∀ i j, Commute (τ i) (τ j)) (S : Finset ι) :
    (S : Set ι).Pairwise (Function.onFun Commute τ) :=
  fun i _ j _ _ => hc i j

/-- The term of a set `S` of excitors: the product of their amplitudes times the product of
the commuting excitors. -/
def clusterTerm (t : ι → ℝ) (τ : ι → A) (hc : ∀ i j, Commute (τ i) (τ j))
    (S : Finset ι) : A :=
  (∏ i ∈ S, t i) • S.noncommProd τ (pairwise_commute τ hc S)

/-- The probability of drawing the sequence `f` of excitors in independent draws from `p`. -/
def drawProb (p : ι → ℝ) {s : ℕ} (f : Fin s → ι) : ℝ := ∏ k, p (f k)

/-- The probability that the excitors found in `s` independent draws form exactly the set `S`. -/
def hitProb (p : ι → ℝ) (s : ℕ) (S : Finset ι) : ℝ :=
  ∑ f ∈ Finset.univ.filter (fun f : Fin s → ι => Finset.univ.image f = S), drawProb p f

/-- The sampled operator `∏ (t_i τ_i / p_i) / s!` of a sequence of `s` draws. -/
def estimator (t p : ι → ℝ) (τ : ι → A) {s : ℕ} (f : Fin s → ι) : A :=
  (1 / (s.factorial : ℝ)) • (List.ofFn fun k => (t (f k) / p (f k)) • τ (f k)).prod

omit [Fintype ι] in
private lemma clusterTerm_insert (t : ι → ℝ) (τ : ι → A) (hc : ∀ i j, Commute (τ i) (τ j))
    {a : ι} {S : Finset ι} (ha : a ∉ S) :
    clusterTerm t τ hc (insert a S) = (t a • τ a) * clusterTerm t τ hc S := by
  unfold clusterTerm
  rw [Finset.prod_insert ha, Finset.noncommProd_insert_of_notMem _ _ _ _ ha,
    smul_mul_smul_comm]

/-- Adding one excitation `a` with `a² = 0` to a commuting operator `B` changes the power
`B^(s+1)` only by a term linear in `a`. -/
theorem add_nilpotent_pow (a B : A) (ha : a * a = 0) (hB : Commute a B) (s : ℕ) :
    (a + B) ^ (s + 1) = B ^ (s + 1) + ((s : ℝ) + 1) • (a * B ^ s) := by
  induction s with
  | zero => simp [add_comm]
  | succ s ih =>
    have h1 : a * (a * B ^ s) = 0 := by rw [← mul_assoc, ha, zero_mul]
    have h2 : B * (a * B ^ s) = a * B ^ (s + 1) := by
      rw [← mul_assoc, ← hB.eq, mul_assoc, ← pow_succ']
    rw [pow_succ' (a + B), ih, add_mul, mul_add, mul_add, mul_smul_comm, mul_smul_comm,
      h1, h2, smul_zero, add_zero, ← pow_succ' B (s + 1)]
    push_cast
    module

omit [Fintype ι] in
/-- For the excitors in a finite set `U`, `T^s/s!` is the sum of the cluster terms of all
`s`-element subsets of `U`. -/
theorem pow_div_factorial_eq_sum (t : ι → ℝ) (τ : ι → A) (hc : ∀ i j, Commute (τ i) (τ j))
    (hsq : ∀ i, τ i ^ 2 = 0) (U : Finset ι) (s : ℕ) :
    (1 / (s.factorial : ℝ)) • (∑ i ∈ U, t i • τ i) ^ s
      = ∑ S ∈ U.powersetCard s, clusterTerm t τ hc S := by
  induction U using Finset.induction_on generalizing s with
  | empty =>
    cases s with
    | zero => simp [clusterTerm]
    | succ n =>
      have h : (∅ : Finset ι).powersetCard (n + 1) = ∅ :=
        Finset.powersetCard_eq_empty.2 (by simp)
      rw [h]
      simp
  | insert a U ha ih =>
    cases s with
    | zero => simp [clusterTerm]
    | succ s =>
      have hn : (t a • τ a) * (t a • τ a) = 0 := by
        rw [smul_mul_smul_comm, ← sq (τ a), hsq, smul_zero]
      have hcomm : Commute (t a • τ a) (∑ i ∈ U, t i • τ i) :=
        Commute.sum_right _ _ _ fun i _ => ((hc a i).smul_left _).smul_right _
      -- subsets of `insert a U` either avoid `a` or contain it once
      have hdisj : Disjoint (U.powersetCard (s + 1)) ((U.powersetCard s).image (insert a)) := by
        rw [Finset.disjoint_left]
        intro S hS hS'
        obtain ⟨R, -, rfl⟩ := Finset.mem_image.1 hS'
        exact ha ((Finset.mem_powersetCard.1 hS).1 (Finset.mem_insert_self a R))
      have hsum : ∑ S ∈ (U.powersetCard s).image (insert a), clusterTerm t τ hc S
          = ∑ S ∈ U.powersetCard s, (t a • τ a) * clusterTerm t τ hc S := by
        rw [Finset.sum_image]
        · refine Finset.sum_congr rfl fun S hS => clusterTerm_insert t τ hc fun h => ?_
          exact ha ((Finset.mem_powersetCard.1 hS).1 h)
        · intro S hS R hR h
          have h1 : a ∉ S := fun h => ha ((Finset.mem_powersetCard.1 (Finset.mem_coe.1 hS)).1 h)
          have h2 : a ∉ R := fun h => ha ((Finset.mem_powersetCard.1 (Finset.mem_coe.1 hR)).1 h)
          rw [← Finset.erase_insert h1, ← Finset.erase_insert h2]
          exact congrArg (fun X => Finset.erase X a) h
      rw [Finset.sum_insert ha, add_nilpotent_pow _ _ hn hcomm,
        Finset.powersetCard_succ_insert ha, Finset.sum_union hdisj, hsum, ← Finset.mul_sum,
        ← ih (s + 1), ← ih s, mul_smul_comm, smul_add, smul_smul]
      congr 2
      rw [Nat.factorial_succ]
      push_cast
      field_simp

omit [DecidableEq ι] [Algebra ℝ A] in
private lemma sum_ofFn (x : ι → A) (s : ℕ) :
    ∑ f : Fin s → ι, (List.ofFn fun k => x (f k)).prod = (∑ i, x i) ^ s := by
  induction s with
  | zero => simp
  | succ s ih =>
    rw [← (Fin.consEquiv (fun _ => ι)).sum_comp, Fintype.sum_prod_type]
    simp only [Fin.consEquiv, Equiv.coe_fn_mk, List.ofFn_succ, Fin.cons_zero, Fin.cons_succ,
      List.prod_cons, ← Finset.mul_sum, ih, ← Finset.sum_mul, pow_succ']

private lemma smul_ofFn {s : ℕ} (c : Fin s → ℝ) (y : Fin s → A) :
    (List.ofFn fun k => c k • y k).prod = (∏ k, c k) • (List.ofFn y).prod := by
  induction s with
  | zero => simp
  | succ s ih =>
    rw [List.ofFn_succ, List.prod_cons, ih (fun k => c k.succ) (fun k => y k.succ),
      smul_mul_smul_comm, Fin.prod_univ_succ, List.ofFn_succ, List.prod_cons]

omit [Fintype ι] [DecidableEq ι] in
private lemma estimator_eq (t p : ι → ℝ) (τ : ι → A) {s : ℕ} (f : Fin s → ι) :
    estimator t p τ f = (1 / ((s.factorial : ℝ) * drawProb p f)) •
      (List.ofFn fun k => t (f k) • τ (f k)).prod := by
  unfold estimator drawProb
  rw [smul_ofFn (fun k => t (f k) / p (f k)) (fun k => τ (f k)),
    smul_ofFn (fun k => t (f k)) (fun k => τ (f k)), smul_smul, smul_smul,
    Finset.prod_div_distrib]
  congr 1
  ring

omit [Fintype ι] in
private lemma ofFn_eq_clusterTerm (t : ι → ℝ) (τ : ι → A) (hc : ∀ i j, Commute (τ i) (τ j))
    {s : ℕ} (f : Fin s → ι) (hf : Function.Injective f) :
    (List.ofFn fun k => t (f k) • τ (f k)).prod
      = clusterTerm t τ hc (Finset.univ.image f) := by
  induction s with
  | zero => simp [clusterTerm]
  | succ s ih =>
    have himg : Finset.univ.image f
        = insert (f 0) (Finset.univ.image fun k : Fin s => f k.succ) := by
      ext i
      simp [Fin.exists_fin_succ, eq_comm]
    have h0 : f 0 ∉ Finset.univ.image fun k : Fin s => f k.succ := by
      intro h
      obtain ⟨k, -, hk⟩ := Finset.mem_image.1 h
      exact Fin.succ_ne_zero k (hf hk)
    rw [himg, clusterTerm_insert t τ hc h0, List.ofFn_succ, List.prod_cons,
      ih (fun k => f k.succ) (hf.comp (Fin.succ_injective s))]

/-- With `s` independent draws, a given set `S` of `s` excitors is hit with probability
`s! ∏ p_i`. -/
theorem hitProb_eq (p : ι → ℝ) {s : ℕ} (S : Finset ι) (hS : S.card = s) :
    hitProb p s S = (s.factorial : ℝ) * ∏ i ∈ S, p i := by
  -- the sequences that hit `S` are the orderings of `S`
  have hcount : (Finset.univ.filter
      (fun f : Fin s → ι => Finset.univ.image f = S)).card = s.factorial := by
    have e : Fin s ≃ S := Fintype.equivOfCardEq (by simp [hS])
    have hcard : (Finset.univ : Finset (Fin s ≃ S)).card = s.factorial := by
      rw [Finset.card_univ, Fintype.card_equiv e, Fintype.card_fin]
    rw [← hcard]
    symm
    refine Finset.card_bij (fun (g : Fin s ≃ S) _ k => (g k : ι)) ?_ ?_ ?_
    · intro g _
      refine Finset.mem_filter.2 ⟨Finset.mem_univ _, ?_⟩
      ext i
      constructor
      · intro h
        obtain ⟨k, -, rfl⟩ := Finset.mem_image.1 h
        exact (g k).2
      · intro hi
        exact Finset.mem_image.2 ⟨g.symm ⟨i, hi⟩, Finset.mem_univ _, by simp⟩
    · intro g _ g' _ h
      exact Equiv.ext fun k => Subtype.ext (congrFun h k)
    · intro f hf
      have hf' := (Finset.mem_filter.1 hf).2
      have hm : ∀ k, f k ∈ S := fun k => by
        rw [← hf']
        exact Finset.mem_image_of_mem f (Finset.mem_univ k)
      have hb : Function.Bijective (fun k => (⟨f k, hm k⟩ : S)) := by
        refine (Fintype.bijective_iff_surjective_and_card _).2 ⟨?_, by simp [hS]⟩
        rintro ⟨i, hi⟩
        rw [← hf'] at hi
        obtain ⟨k, -, hk⟩ := Finset.mem_image.1 hi
        exact ⟨k, Subtype.ext hk⟩
      exact ⟨Equiv.ofBijective _ hb, Finset.mem_univ _, rfl⟩
  have hw : ∀ f ∈ Finset.univ.filter (fun f : Fin s → ι => Finset.univ.image f = S),
      drawProb p f = ∏ i ∈ S, p i := by
    intro f hf
    have hf' := (Finset.mem_filter.1 hf).2
    have hinj : Set.InjOn f (Finset.univ : Finset (Fin s)) :=
      Finset.card_image_iff.1 (by rw [hf', hS, Finset.card_univ, Fintype.card_fin])
    rw [← hf', Finset.prod_image (by intro a _ b _ h; exact hinj (by simp) (by simp) h)]
    rfl
  rw [hitProb, Finset.sum_congr rfl hw, Finset.sum_const, hcount, nsmul_eq_mul]

/-- A sequence of draws without repetition returns the cluster term of the drawn set divided by
the probability of hitting that set. -/
theorem estimator_of_injective (t p : ι → ℝ) (τ : ι → A) (hc : ∀ i j, Commute (τ i) (τ j))
    {s : ℕ} (f : Fin s → ι) (hf : Function.Injective f) :
    estimator t p τ f = (1 / hitProb p s (Finset.univ.image f)) •
      clusterTerm t τ hc (Finset.univ.image f) := by
  rw [estimator_eq, ofFn_eq_clusterTerm t τ hc f hf,
    hitProb_eq p _ (by rw [Finset.card_image_of_injective _ hf, Finset.card_univ,
      Fintype.card_fin]),
    Finset.prod_image (by intro a _ b _ h; exact hf h)]
  rfl

omit [Fintype ι] in
/-- A sequence in which some excitor is drawn twice contributes zero. -/
theorem estimator_of_repeated (t p : ι → ℝ) (τ : ι → A) (hc : ∀ i j, Commute (τ i) (τ j))
    (hsq : ∀ i, τ i ^ 2 = 0) {s : ℕ} (f : Fin s → ι) (hf : ¬ Function.Injective f) :
    estimator t p τ f = 0 := by
  suffices h : (List.ofFn fun k => t (f k) • τ (f k)).prod = 0 by
    rw [estimator_eq, h, smul_zero]
  induction s with
  | zero => exact absurd (Function.injective_of_subsingleton f) hf
  | succ s ih =>
    rw [List.ofFn_succ, List.prod_cons]
    by_cases h : Function.Injective (fun k : Fin s => f k.succ)
    · -- the first excitor reappears among the later, distinct ones
      have hmem : f 0 ∈ Finset.univ.image fun k : Fin s => f k.succ := by
        by_contra h0
        have hne : ∀ k : Fin s, f k.succ ≠ f 0 := fun k hk =>
          h0 (Finset.mem_image.2 ⟨k, Finset.mem_univ _, hk⟩)
        apply hf
        intro j k hjk
        rcases Fin.eq_zero_or_eq_succ j with rfl | ⟨j, rfl⟩ <;>
          rcases Fin.eq_zero_or_eq_succ k with rfl | ⟨k, rfl⟩
        · rfl
        · exact absurd hjk.symm (hne k)
        · exact absurd hjk (hne j)
        · exact congrArg Fin.succ (h hjk)
      rw [ofFn_eq_clusterTerm t τ hc (fun k => f k.succ) h, ← Finset.insert_erase hmem,
        clusterTerm_insert t τ hc (Finset.notMem_erase _ _), ← mul_assoc,
        smul_mul_smul_comm, ← sq (τ (f 0)), hsq, smul_zero, zero_mul]
    · rw [ih (fun k => f k.succ) h, mul_zero]

/-- Sampling of `T^s/s!` by `s` independent draws: the sequence probabilities sum to one, a set of
`s` excitors is hit with probability `s! ∏ p_i`, the estimator has mean `T^s/s!`, and `T^s/s!` is
the sum of the cluster terms of all `s`-element sets. -/
theorem cluster_sampling (t p : ι → ℝ) (τ : ι → A) (hc : ∀ i j, Commute (τ i) (τ j))
    (hsq : ∀ i, τ i ^ 2 = 0) (hp : ∀ i, 0 < p i) (hp1 : ∑ i, p i = 1) (s : ℕ) :
    (∑ f : Fin s → ι, drawProb p f = 1) ∧
    (∀ S : Finset ι, S.card = s → hitProb p s S = (s.factorial : ℝ) * ∏ i ∈ S, p i) ∧
    (∑ f : Fin s → ι, drawProb p f • estimator t p τ f
      = (1 / (s.factorial : ℝ)) • clusterOp t τ ^ s) ∧
    ((1 / (s.factorial : ℝ)) • clusterOp t τ ^ s
      = ∑ S ∈ Finset.univ.powersetCard s, clusterTerm t τ hc S) := by
  refine ⟨?_, fun S hS => hitProb_eq p S hS, ?_,
    pow_div_factorial_eq_sum t τ hc hsq Finset.univ s⟩
  · have h := sum_ofFn p s
    simp only [List.prod_ofFn, hp1, one_pow] at h
    exact h
  · -- the weight of each sequence cancels the factors `1 / p_i`
    rw [clusterOp, ← sum_ofFn (fun i => t i • τ i) s, Finset.smul_sum]
    refine Finset.sum_congr rfl fun f _ => ?_
    have hP : drawProb p f ≠ 0 := (Finset.prod_pos fun k _ => hp (f k)).ne'
    rw [estimator_eq, smul_smul]
    congr 1
    field_simp

/-- Two raising operators, each acting on one of two two-level systems, as 4 × 4 matrices. -/
def pairExcitor : Fin 2 → Matrix (Fin 4) (Fin 4) ℝ :=
  ![!![0, 0, 0, 0; 0, 0, 0, 0; 1, 0, 0, 0; 0, 1, 0, 0],
    !![0, 0, 0, 0; 1, 0, 0, 0; 0, 0, 0, 0; 0, 0, 1, 0]]

/-- The two raising operators commute and square to zero, and their product is not zero. -/
theorem pairExcitor_witness :
    (∀ i j, Commute (pairExcitor i) (pairExcitor j)) ∧ (∀ i, pairExcitor i ^ 2 = 0) ∧
      pairExcitor 0 * pairExcitor 1 ≠ 0 := by
  refine ⟨fun i j => ?_, fun i => ?_, fun h => ?_⟩
  · change pairExcitor i * pairExcitor j = pairExcitor j * pairExcitor i
    ext a b
    fin_cases i <;> fin_cases j <;> fin_cases a <;> fin_cases b <;>
      simp [pairExcitor, Matrix.mul_apply, Fin.sum_univ_four]
  · rw [sq]
    ext a b
    fin_cases i <;> fin_cases a <;> fin_cases b <;>
      simp [pairExcitor, Matrix.mul_apply, Fin.sum_univ_four]
  · have h30 := congrFun (congrFun h 3) 0
    simp [pairExcitor, Matrix.mul_apply, Fin.sum_univ_four] at h30

end

end StochasticClusterSampling
```

```lean
#print axioms StochasticClusterSampling.estimator_of_injective
#print axioms StochasticClusterSampling.estimator_of_repeated
#print axioms StochasticClusterSampling.cluster_sampling
```

```
'StochasticClusterSampling.estimator_of_injective' depends on axioms: [propext, Classical.choice, Quot.sound]
'StochasticClusterSampling.estimator_of_repeated' depends on axioms: [propext, Classical.choice, Quot.sound]
'StochasticClusterSampling.cluster_sampling' depends on axioms: [propext, Classical.choice, Quot.sound]
```

`add_nilpotent_pow` is the binomial step. `pow_div_factorial_eq_sum` performs the induction over U with s left general, since the step uses the expansion for both s + 1 and s. Inside it, `hdisj` separates the subsets with and without the new excitor, and `hsum` attaches that excitor through `clusterTerm_insert`.

In `hitProb_eq`, `hcount` matches the draws that hit S with the bijections `Fin s ≃ S`, and `hw` shows that they have equal weight.

`sum_ofFn` is the distributive law for ordered products, proved by splitting off the first draw. It gives the total probability when applied to `p`, and the power of T when applied to the terms t_i τ_i. `estimator_eq` collects the scalars, and the final `field_simp` cancels P(f), which is nonzero by `hp`. This part uses neither commutation nor τ_i² = 0.

`estimator_of_injective` and `estimator_of_repeated` are the two cases for a single draw. In the second, the induction looks for a repetition among the later draws; if there is none, the first excitor must reappear there, and its square vanishes.

Finally, `pairExcitor` gives raising operators for two two-level systems as 4 × 4 matrices. `pairExcitor_witness` checks that they commute and square to zero while their product is nonzero, so the algebraic hypotheses allow a genuine two-excitor cluster.
